# At fixed width and electron number, the slope of the smeared free energy is the occupation-weighted slope of the levels when S′(x) = x f′(x)

Take two levels $e_0$ and $e_1$ that share one electron. A Fermi level $\mu$ and a fixed smearing width $\sigma>0$ give each level a reduced energy $x_i=(e_i-\mu)/\sigma$ and an occupation $f_i=f(x_i)$, with $f_0+f_1=1$. Each level also carries an entropy term $S(x_i)$, and the free energy is

$$F=\sum_i \bigl(e_i f(x_i)-\sigma S(x_i)\bigr).$$

Let the levels move a little. If $S'(x)=x f'(x)$, then $dS(x_i)=x_i\,df_i$, and

$$dF=\sum_i f_i\,de_i+\sum_i (e_i-\sigma x_i)\,df_i=\sum_i f_i\,de_i+\mu\,(df_0+df_1)=\sum_i f_i\,de_i .$$

The factor $e_i-\sigma x_i$ equals $\mu$ for every level, so the occupation changes enter only through their sum, which is zero. The argument below extends this to any finite set of weighted levels and to a moving width.

For non-interacting levels that depend on one parameter, such as a nuclear coordinate, a finite-difference test of $\sum_i f_i e_i'$ should therefore use $F$ and not the band energy $\sum_i e_i f_i$.

```lean
import Mathlib

open Real

namespace SmearingForceTheorem

noncomputable section
```

## Occupation, entropy and free energy

The condition on the pair $(f,S)$ is

$$S'(x)=x f'(x)\quad\text{for all real }x .$$

Multiplied by $\sigma$, it says that the entropy term $\sigma\,dS=(e-\mu)\,df$ balances the energy, measured from the Fermi level, of the charge that enters a level. Fermi–Dirac occupations satisfy it with $\sigma=k_BT$ and $S=-f\ln f-(1-f)\ln(1-f)$. `IsSmearing f S` records this relation and the differentiability of $f$, which excludes the sharp step at zero temperature.

```lean
/-- An occupation function `f` and an entropy function `S` of the reduced energy `x`
belong together when `f` is differentiable and `S'(x) = x f'(x)`. -/
structure IsSmearing (f S : ℝ → ℝ) : Prop where
  diff : Differentiable ℝ f
  entropy : ∀ x, HasDerivAt S (x * deriv f x) x
```

The reduced energy is dimensionless: $x=(\varepsilon-\mu)/\sigma$.

```lean
/-- The reduced energy `(ε - μ) / σ` of a level `ε`, for a smearing width `σ ≠ 0`. -/
def redEnergy (σ μ ε : ℝ) : ℝ := (ε - μ) / σ
```

The index $i$ runs over a finite type `ι`, which can stand for pairs of band and k-point. The weights $w_i$ are arbitrary real numbers and can hold k-point weights and spin degeneracy. The electron number is

$$N=\sum_i w_i f(x_i).$$

```lean
variable {ι : Type*} [Fintype ι]

/-- The electron number `∑ wᵢ f(xᵢ)` of weighted levels, for a width `σ ≠ 0`. -/
def electronNumber (w : ι → ℝ) (f : ℝ → ℝ) (σ μ : ℝ) (ε : ι → ℝ) : ℝ :=
  ∑ i, w i * f (redEnergy σ μ (ε i))
```

The free energy subtracts $\sigma S$ from the energy, level by level:

$$F=\sum_i w_i\bigl(e_i f(x_i)-\sigma S(x_i)\bigr).$$

```lean
/-- The smeared free energy `∑ wᵢ (εᵢ f(xᵢ) - σ S(xᵢ))`, for a width `σ ≠ 0`. -/
def freeEnergy (w : ι → ℝ) (f S : ℝ → ℝ) (σ μ : ℝ) (ε : ι → ℝ) : ℝ :=
  ∑ i, w i * (ε i * f (redEnergy σ μ (ε i)) - σ * S (redEnergy σ μ (ε i)))
```

## One level in motion

Let $e$, $\mu$ and $\sigma$ depend on a parameter $t$, and let a prime on them denote the derivative with respect to $t$. The quotient rule gives

$$x'=\frac{(e'-\mu')\,\sigma-(e-\mu)\,\sigma'}{\sigma^2}.$$

In Lean, `HasDerivAt g g' t` says that $g$ is differentiable at $t$ with derivative $g'$. The primed names are thus numbers, namely the slopes at one chosen $t$.

```lean
/-- The rate of change of the reduced energy when level, Fermi level and width all move. -/
theorem hasDerivAt_redEnergy {σ μ e : ℝ → ℝ} {σ' μ' e' t : ℝ} (hpos : 0 < σ t)
    (hσ : HasDerivAt σ σ' t) (hμ : HasDerivAt μ μ' t) (he : HasDerivAt e e' t) :
    HasDerivAt (fun s => redEnergy (σ s) (μ s) (e s))
      (((e' - μ') * σ t - (e t - μ t) * σ') / σ t ^ 2) t := by
  unfold redEnergy
  exact (he.fun_sub hμ).fun_div hσ hpos.ne'
```

For one level, the product and chain rules together with $S'(x)=x f'(x)$ give

$$\frac{d}{dt}\bigl(e f(x)-\sigma S(x)\bigr)=e'f(x)+e f'(x)x'-\sigma'S(x)-\sigma\,x f'(x)\,x'.$$

The second and fourth terms combine to $(e-\sigma x)f'(x)x'$. With $m=e-\sigma x$, the derivative is

$$e'f(x)+m\,f'(x)x'-\sigma'S(x).$$

In the proof, `hf` and `hS` are the two chain rules, and `linear_combination` replaces $e-\sigma x$ by $m$.

```lean
/-- For one level with `e - σ x = m`, the change of occupation enters the derivative of
`e f(x) - σ S(x)` only through the factor `m`. -/
theorem hasDerivAt_level {f S : ℝ → ℝ} (h : IsSmearing f S) {σ e x : ℝ → ℝ}
    {σ' e' x' m t : ℝ} (hσ : HasDerivAt σ σ' t) (he : HasDerivAt e e' t)
    (hx : HasDerivAt x x' t) (hm : e t - σ t * x t = m) :
    HasDerivAt (fun s => e s * f (x s) - σ s * S (x s))
      (e' * f (x t) + m * (deriv f (x t) * x') - σ' * S (x t)) t := by
  have hf : HasDerivAt (fun s => f (x s)) (deriv f (x t) * x') t :=
    (h.diff (x t)).hasDerivAt.comp t hx
  have hS : HasDerivAt (fun s => S (x s)) (x t * deriv f (x t) * x') t :=
    (h.entropy (x t)).comp t hx
  exact ((he.fun_mul hf).fun_sub (hσ.fun_mul hS)).congr_deriv
    (by linear_combination (deriv f (x t) * x') * hm)
```

## All levels together

The electron number is differentiated term by term:

$$N'=\sum_i w_i f'(x_i)\,x_i'.$$

```lean
/-- The rate of change of the electron number when levels, Fermi level and width move. -/
theorem hasDerivAt_electronNumber {f : ℝ → ℝ} (hf : Differentiable ℝ f) (w : ι → ℝ)
    {σ μ : ℝ → ℝ} {e : ι → ℝ → ℝ} {σ' μ' t : ℝ} {e' : ι → ℝ} (hpos : 0 < σ t)
    (hσ : HasDerivAt σ σ' t) (hμ : HasDerivAt μ μ' t)
    (he : ∀ i, HasDerivAt (e i) (e' i) t) :
    HasDerivAt (fun s => electronNumber w f (σ s) (μ s) (fun i => e i s))
      (∑ i, w i * (deriv f (redEnergy (σ t) (μ t) (e i t)) *
        (((e' i - μ') * σ t - (e i t - μ t) * σ') / σ t ^ 2))) t := by
  unfold electronNumber
  refine HasDerivAt.fun_sum fun i _ => HasDerivAt.const_mul (w i) ?_
  exact (hf _).hasDerivAt.comp t (hasDerivAt_redEnergy hpos hσ hμ (he i))
```

For every level $e_i-\sigma x_i=\mu$, so $m=\mu$ throughout. Weighting the one-level derivatives by $w_i$ and adding them gives

$$F'=\sum_i w_i f(x_i)e_i'+\mu\sum_i w_i f'(x_i)x_i'-\sigma'\sum_i w_i S(x_i).$$

The middle sum is $N'$, hence

$$F'=\sum_i w_i f(x_i)e_i'+\mu N'-\sigma'\sum_i w_i S(x_i).$$

The theorem assumes `IsSmearing f S` and a positive width at $t$, and it takes any number `N'` that is a derivative of the electron number. Since derivatives are unique, `hN'` identifies it with the sum from the previous step. The identity $e_i-\sigma x_i=\mu$ is `hm`, and the remaining lines rearrange finite sums.

```lean
/-- The free energy changes by the occupation-weighted change of the levels, plus `μ` times
the change of electron number, minus the total entropy times the change of the width. -/
theorem hasDerivAt_freeEnergy {f S : ℝ → ℝ} (h : IsSmearing f S) (w : ι → ℝ)
    {σ μ : ℝ → ℝ} {e : ι → ℝ → ℝ} {σ' μ' N' t : ℝ} {e' : ι → ℝ} (hpos : 0 < σ t)
    (hσ : HasDerivAt σ σ' t) (hμ : HasDerivAt μ μ' t)
    (he : ∀ i, HasDerivAt (e i) (e' i) t)
    (hN : HasDerivAt (fun s => electronNumber w f (σ s) (μ s) (fun i => e i s)) N' t) :
    HasDerivAt (fun s => freeEnergy w f S (σ s) (μ s) (fun i => e i s))
      (∑ i, w i * f (redEnergy (σ t) (μ t) (e i t)) * e' i + μ t * N'
        - σ' * ∑ i, w i * S (redEnergy (σ t) (μ t) (e i t))) t := by
  have hN' := hN.unique (hasDerivAt_electronNumber h.diff w hpos hσ hμ he)
  have hm : ∀ i, e i t - σ t * redEnergy (σ t) (μ t) (e i t) = μ t := fun i => by
    rw [redEnergy, mul_div_cancel₀ _ hpos.ne']
    ring
  -- sum the single-level derivatives
  have hF := HasDerivAt.fun_sum (u := Finset.univ) fun i _ =>
    (hasDerivAt_level h hσ (he i) (hasDerivAt_redEnergy hpos hσ hμ (he i)) (hm i)).const_mul
      (w i)
  unfold freeEnergy
  refine hF.congr_deriv ?_
  rw [hN', Finset.mul_sum, Finset.mul_sum, ← Finset.sum_add_distrib,
    ← Finset.sum_sub_distrib]
  exact Finset.sum_congr rfl fun i _ => by ring
```

## Fixed width and constant electron number

Now let $\sigma'=0$ and $N'=0$. Two terms of $F'$ vanish, which leaves

$$F'=\sum_i w_i f(x_i)\,e_i'.$$

The condition $N'=0$ also governs the Fermi level. At fixed width $x_i'=(e_i'-\mu')/\sigma$, so multiplying $N'=0$ by $\sigma$ gives $\sum_i w_i f'(x_i)(e_i'-\mu')=0$, that is,

$$\mu'\sum_i w_i f'(x_i)=\sum_i w_i f'(x_i)\,e_i'.$$

This fixes $\mu'$ whenever the sum on the left is nonzero.

The theorem states both equations for a positive width and a pair that satisfies `IsSmearing f S`. Its hypothesis `hN` says that the electron number equals `N` at every parameter value `s`, while `hμ` and `he` ask for differentiability of the Fermi level and the levels only at `t`. That the Fermi level is differentiable is assumed, not derived from the constancy of $N$. The first half of the proof multiplies $N'=0$ by the width, and the second half specialises the general formula.

```lean
/-- At fixed width and constant electron number, the slope `μ'` of the Fermi level satisfies `μ' ∑
wᵢ f'(xᵢ) = ∑ wᵢ f'(xᵢ) eᵢ'`, and the derivative of the free energy is `∑ wᵢ f(xᵢ) eᵢ'`. -/
theorem smearing_force_theorem {f S : ℝ → ℝ} (h : IsSmearing f S) (w : ι → ℝ)
    {σ N t μ' : ℝ} {μ : ℝ → ℝ} {e : ι → ℝ → ℝ} {e' : ι → ℝ} (hpos : 0 < σ)
    (hμ : HasDerivAt μ μ' t) (he : ∀ i, HasDerivAt (e i) (e' i) t)
    (hN : ∀ s, electronNumber w f σ (μ s) (fun i => e i s) = N) :
    μ' * ∑ i, w i * deriv f (redEnergy σ (μ t) (e i t))
        = ∑ i, w i * deriv f (redEnergy σ (μ t) (e i t)) * e' i ∧
    HasDerivAt (fun s => freeEnergy w f S σ (μ s) (fun i => e i s))
      (∑ i, w i * f (redEnergy σ (μ t) (e i t)) * e' i) t := by
  have hσ : HasDerivAt (fun _ : ℝ => σ) 0 t := hasDerivAt_const t σ
  have h0 : HasDerivAt (fun s => electronNumber w f σ (μ s) (fun i => e i s)) 0 t := by
    rw [funext hN]
    exact hasDerivAt_const t N
  constructor
  · -- the derivative of the electron number vanishes; multiply it by the width
    have hz := h0.unique (hasDerivAt_electronNumber h.diff w hpos hσ hμ he)
    have hs := congrArg (fun z => σ * z) hz
    simp only [mul_zero, sub_zero, Finset.mul_sum] at hs
    rw [eq_comm, ← sub_eq_zero, Finset.mul_sum, ← Finset.sum_sub_distrib, hs]
    refine Finset.sum_congr rfl fun i _ => ?_
    have hd : σ * ((e' i - μ') * σ / σ ^ 2) = e' i - μ' := by
      have := hpos.ne'
      field_simp
    linear_combination (-(w i * deriv f (redEnergy σ (μ t) (e i t)))) * hd
  · exact (hasDerivAt_freeEnergy h w hpos hσ hμ he h0).congr_deriv (by ring)
```

If $t$ is a nuclear coordinate, the force from this sum over levels is $-F'$. The slopes $e_i'$ are inputs here: obtaining them from a Hamiltonian is the separate task of the Hellmann–Feynman theorem. The model contains no electron–electron interaction, double-counting terms or nuclear repulsion.

## Two mirrored levels force the entropy relation

Put levels at $t$ and $-t$ with unit weights, $\mu=0$ and $\sigma=1$. Suppose that $f$ and $S$ are differentiable, that $f(-x)=1-f(x)$ and that $S$ is even. The electron number is then always $1$, and

$$F(t)=t\,(2f(t)-1)-2S(t),\qquad F'(t)=2f(t)-1+2t f'(t)-2S'(t).$$

The occupation-weighted slope of the levels is $f(t)-f(-t)=2f(t)-1$. It equals $F'(t)$ exactly when $S'(t)=t f'(t)$. Within this symmetric class, the formula at all $t$ is therefore equivalent to `IsSmearing f S`.

In the proof, `hE` simplifies the free energy, `hD` differentiates it, and each direction compares two derivatives of the same function.

```lean
/-- Let `f` and `S` be differentiable, with `f(-x) = 1 - f(x)` and `S` even. For two levels `t` and
`-t` with unit weights, `μ = 0` and `σ = 1`, the free energy has derivative `f(t) - f(-t)` at every
`t` exactly when `S'(x) = x f'(x)`. -/
theorem two_level_force_iff {f S : ℝ → ℝ} (hf : Differentiable ℝ f)
    (hS : Differentiable ℝ S) (hsym : ∀ x, f (-x) = 1 - f x) (heven : ∀ x, S (-x) = S x) :
    (∀ t, HasDerivAt (fun s => freeEnergy (fun _ : Fin 2 => (1 : ℝ)) f S 1 0 ![s, -s])
      (f t - f (-t)) t) ↔ IsSmearing f S := by
  have hE : (fun s => freeEnergy (fun _ : Fin 2 => (1 : ℝ)) f S 1 0 ![s, -s])
      = fun s => s * (2 * f s - 1) - 2 * S s := by
    funext s
    simp only [freeEnergy, redEnergy, Fin.sum_univ_two, Matrix.cons_val_zero,
      Matrix.cons_val_one, Matrix.cons_val_fin_one, sub_zero, div_one, hsym, heven]
    ring
  have hD : ∀ t, HasDerivAt (fun s => s * (2 * f s - 1) - 2 * S s)
      (1 * (2 * f t - 1) + t * (2 * deriv f t) - 2 * deriv S t) t := fun t =>
    ((hasDerivAt_id' t).fun_mul (((hf t).hasDerivAt.const_mul 2).sub_const 1)).fun_sub
      ((hS t).hasDerivAt.const_mul 2)
  rw [hE]
  constructor
  · intro h
    refine ⟨hf, fun x => (hS x).hasDerivAt.congr_deriv ?_⟩
    have hu := (h x).unique (hD x)
    rw [hsym] at hu
    linarith
  · intro h t
    have hu := (hS t).hasDerivAt.unique (h.entropy t)
    refine (hD t).congr_deriv ?_
    rw [hsym, hu]
    ring
```

## Gaussian smearing, with numbers

Gaussian smearing uses the occupation

$$f(x)=\frac12-\frac1{\sqrt\pi}\int_0^x e^{-u^2}\,du=\tfrac12\operatorname{erfc}(x).$$

```lean
/-- The Gaussian occupation function `1/2 - (1/√π) ∫₀ˣ exp(-u²) du`. -/
def gaussOcc (x : ℝ) : ℝ := 1 / 2 - (∫ u in (0 : ℝ)..x, exp (-u ^ 2)) / √π
```

First-order Methfessel–Paxton smearing adds a correction to it:

$$f_{\mathrm{MP}}(x)=f(x)-\frac{x\,e^{-x^2}}{2\sqrt\pi}.$$

```lean
/-- The first-order Methfessel–Paxton occupation function. -/
def mpOcc (x : ℝ) : ℝ := gaussOcc x - x * exp (-x ^ 2) / (2 * √π)
```

Both cases need the derivative of the Gaussian, $\frac{d}{dx}e^{-x^2}=-2x\,e^{-x^2}$.

```lean
theorem hasDerivAt_gauss (x : ℝ) :
    HasDerivAt (fun y : ℝ => exp (-y ^ 2)) (-2 * x * exp (-x ^ 2)) x := by
  have h : HasDerivAt (fun y : ℝ => y ^ 2) (2 * x) x := by simpa using hasDerivAt_pow 2 x
  exact h.fun_neg.exp.congr_deriv (by ring)
```

The fundamental theorem of calculus gives the slope of the Gaussian occupation, $f'(x)=-e^{-x^2}/\sqrt\pi$.

```lean
/-- The slope of the Gaussian occupation function is minus a normalised Gaussian. -/
theorem hasDerivAt_gaussOcc (x : ℝ) : HasDerivAt gaussOcc (-(exp (-x ^ 2) / √π)) x := by
  have hc : Continuous fun u : ℝ => exp (-u ^ 2) := by fun_prop
  exact ((hc.integral_hasStrictDerivAt 0 x).hasDerivAt.div_const (√π)).const_sub (1 / 2)
```

With $S(x)=e^{-x^2}/(2\sqrt\pi)$ one finds

$$S'(x)=-\frac{x\,e^{-x^2}}{\sqrt\pi}=x f'(x).$$

```lean
/-- Gaussian smearing, with entropy function `exp(-x²) / (2√π)`, satisfies `S' = x f'`. -/
theorem gaussian_witness : IsSmearing gaussOcc (fun x => exp (-x ^ 2) / (2 * √π)) := by
  refine ⟨fun x => (hasDerivAt_gaussOcc x).differentiableAt, fun x => ?_⟩
  rw [(hasDerivAt_gaussOcc x).deriv]
  exact ((hasDerivAt_gauss x).div_const (2 * √π)).congr_deriv (by ring)
```

For the two mirrored levels this gives

$$F(t)=-t\operatorname{erf}(t)-\frac{e^{-t^2}}{\sqrt\pi}.$$

At $t=1$ the occupations are $f(1)\approx0.0786$ and $f(-1)\approx0.9214$, so the predicted slope is $f(1)-f(-1)\approx-0.8427$. For comparison, $F(1.1)\approx-1.1364654$ and $F(0.9)\approx-0.9682017$, and the central difference is $-0.1682637/0.2\approx-0.8413$. The gap of about $0.0014$ is the expected second-order error of the step $0.1$.

Now give up the entropy relation: keep the same occupations but set $S=0$. What remains is the band energy $-t\operatorname{erf}(t)$, whose slope at $t=1$ is

$$-\operatorname{erf}(1)-\frac{2}{\sqrt\pi}e^{-1}\approx-0.8427-0.4151=-1.2578 .$$

The occupation-weighted slope is still $-0.8427$, so the force formula fails, although the electron number is constant and the width fixed.

## First-order Methfessel–Paxton smearing

Differentiating the corrected occupation gives

$$f_{\mathrm{MP}}'(x)=-\frac{e^{-x^2}}{\sqrt\pi}\Bigl(\frac32-x^2\Bigr).$$

The matching entropy function is $S(x)=(1-2x^2)\,e^{-x^2}/(4\sqrt\pi)$, because

$$S'(x)=\frac{(-6x+4x^3)\,e^{-x^2}}{4\sqrt\pi}=x f_{\mathrm{MP}}'(x).$$

This $S$ is negative for $x^2>\tfrac12$, so it is not an entropy in the statistical sense. The force theorem asks nothing more of $S$ than the derivative relation. The slope $f_{\mathrm{MP}}'$ changes sign at $x^2=\tfrac32$, so the sum that multiplies $\mu'$ in the Fermi-level equation can vanish for this smearing even with positive weights.

```lean
/-- First-order Methfessel–Paxton smearing, with entropy function
`(1 - 2x²) exp(-x²) / (4√π)`, satisfies `S' = x f'`. -/
theorem methfesselPaxton_witness :
    IsSmearing mpOcc (fun x => (1 - 2 * x ^ 2) * exp (-x ^ 2) / (4 * √π)) := by
  have hf : ∀ x, HasDerivAt mpOcc (-(exp (-x ^ 2) / √π)
      - (1 * exp (-x ^ 2) + x * (-2 * x * exp (-x ^ 2))) / (2 * √π)) x := fun x =>
    (hasDerivAt_gaussOcc x).fun_sub
      (((hasDerivAt_id' x).fun_mul (hasDerivAt_gauss x)).div_const (2 * √π))
  refine ⟨fun x => (hf x).differentiableAt, fun x => ?_⟩
  rw [(hf x).deriv]
  have h2 : HasDerivAt (fun y : ℝ => y ^ 2) (2 * x) x := by simpa using hasDerivAt_pow 2 x
  exact ((((h2.const_mul 2).const_sub 1).fun_mul (hasDerivAt_gauss x)).div_const
    (4 * √π)).congr_deriv (by ring)

end

end SmearingForceTheorem
```

```lean
#print axioms SmearingForceTheorem.hasDerivAt_freeEnergy
-- 'SmearingForceTheorem.hasDerivAt_freeEnergy' depends on axioms: [propext, Classical.choice, Quot.sound]
#print axioms SmearingForceTheorem.smearing_force_theorem
-- 'SmearingForceTheorem.smearing_force_theorem' depends on axioms: [propext, Classical.choice, Quot.sound]
#print axioms SmearingForceTheorem.two_level_force_iff
-- 'SmearingForceTheorem.two_level_force_iff' depends on axioms: [propext, Classical.choice, Quot.sound]
```
